# When a one-parameter correction restores the norm of a rescaled pseudo-orbital

Take a smooth potential that agrees with the all-electron potential outside the atomic core and reproduces the all-electron eigenvalue. Its normalised pseudo-orbital can be rescaled so that its tail matches the all-electron orbital outside the core, but the rescaling generally spoils its norm. The file below determines when adding a multiple of one fixed correction function restores the norm, and how large that multiple must be.

```lean
import Mathlib

open Filter Topology

namespace NormConservingConstruction

noncomputable section

variable {E : Type*} [NormedAddCommGroup E] [InnerProductSpace ℝ E]

/-- The final pseudo-orbital `γ (w + δ f)`: the first-step orbital `w`, corrected by an
amount `δ` of the function `f` and rescaled by `γ`. -/
def pseudoOrbital (w f : E) (γ δ : ℝ) : E := γ • (w + δ • f)

/-- The reduced discriminant `b² - a (1 - 1/γ²)` of the norm condition, with `a = ⟨f,f⟩` and `b =
⟨w,f⟩`, for `‖w‖ = 1` and `γ ≠ 0`. -/
def discriminant (w f : E) (γ : ℝ) : ℝ :=
  (inner ℝ w f) ^ 2 - inner ℝ f f * (1 - 1 / γ ^ 2)

/-- The root `(-b + √(b² - a (1 - 1/γ²))) / a` of the norm condition, for `‖w‖ = 1`, `f ≠ 0`, `γ ≠
0` and nonnegative discriminant. -/
def smallRoot (w f : E) (γ : ℝ) : ℝ :=
  (-inner ℝ w f + √(discriminant w f γ)) / inner ℝ f f

/-- The root `(-b - √(b² - a (1 - 1/γ²))) / a` of the norm condition, for `‖w‖ = 1`, `f ≠ 0`, `γ ≠
0` and nonnegative discriminant. -/
def largeRoot (w f : E) (γ : ℝ) : ℝ :=
  (-inner ℝ w f - √(discriminant w f γ)) / inner ℝ f f

lemma self_pos {f : E} (hf : f ≠ 0) : 0 < inner ℝ f f := by
  rw [real_inner_self_eq_norm_sq]
  exact pow_pos (norm_pos_iff.2 hf) 2

/-- For a normalised `w`, the pseudo-orbital has unit norm exactly when `δ` solves the quadratic
equation `a δ² + 2 b δ + (1 - 1/γ²) = 0`. -/
theorem norm_eq_one_iff {w : E} (f : E) {γ : ℝ} (hw : ‖w‖ = 1) (hγ : 0 < γ) (δ : ℝ) :
    ‖pseudoOrbital w f γ δ‖ = 1 ↔
      inner ℝ f f * δ ^ 2 + 2 * inner ℝ w f * δ + (1 - 1 / γ ^ 2) = 0 := by
  have hww : inner ℝ w w = 1 := by
    rw [real_inner_self_eq_norm_sq, hw]; norm_num
  -- the charge of the pseudo-orbital, expanded in `δ`
  have h : ‖pseudoOrbital w f γ δ‖ ^ 2 =
      γ ^ 2 * (1 + 2 * inner ℝ w f * δ + inner ℝ f f * δ ^ 2) := by
    rw [← real_inner_self_eq_norm_sq]
    simp only [pseudoOrbital, real_inner_smul_left, real_inner_smul_right, inner_add_left,
      inner_add_right, real_inner_comm w f, hww]
    ring
  have hγ2 : γ ^ 2 ≠ 0 := pow_ne_zero 2 hγ.ne'
  have hg : γ ^ 2 * (1 / γ ^ 2) = 1 := mul_one_div_cancel hγ2
  constructor
  · intro h1
    rw [h1] at h
    apply mul_left_cancel₀ hγ2
    linear_combination -h - hg
  · intro hq
    have h1 : ‖pseudoOrbital w f γ δ‖ ^ 2 = 1 := by
      rw [h]
      linear_combination γ ^ 2 * hq + hg
    exact (pow_eq_one_iff_of_nonneg (norm_nonneg _) two_ne_zero).1 h1

/-- The discriminant is `a` times the margin by which `1/γ²` exceeds `1 - b²/a`. -/
theorem discriminant_eq (w : E) {f : E} (hf : f ≠ 0) (γ : ℝ) :
    discriminant w f γ =
      inner ℝ f f * (1 / γ ^ 2 - (1 - (inner ℝ w f) ^ 2 / inner ℝ f f)) := by
  have e : inner ℝ f f * ((inner ℝ w f) ^ 2 / inner ℝ f f) = (inner ℝ w f) ^ 2 :=
    mul_div_cancel₀ _ (self_pos hf).ne'
  unfold discriminant
  linear_combination -e

/-- When the discriminant is nonnegative, the corrections that give unit norm are exactly the
two explicit roots. -/
theorem norm_eq_one_iff_root {w f : E} {γ : ℝ} (hw : ‖w‖ = 1) (hf : f ≠ 0) (hγ : 0 < γ)
    (hd : 0 ≤ discriminant w f γ) (δ : ℝ) :
    ‖pseudoOrbital w f γ δ‖ = 1 ↔ δ = smallRoot w f γ ∨ δ = largeRoot w f γ := by
  have ha := (self_pos hf).ne'
  have hs : √(discriminant w f γ) ^ 2 =
      (inner ℝ w f) ^ 2 - inner ℝ f f * (1 - 1 / γ ^ 2) := Real.sq_sqrt hd
  rw [norm_eq_one_iff f hw hγ, smallRoot, largeRoot, eq_div_iff ha, eq_div_iff ha]
  constructor
  · intro h
    -- complete the square and factor
    have h0 : (δ * inner ℝ f f - (-inner ℝ w f + √(discriminant w f γ))) *
        (δ * inner ℝ f f - (-inner ℝ w f - √(discriminant w f γ))) = 0 := by
      linear_combination inner ℝ f f * h - hs
    rcases mul_eq_zero.1 h0 with h1 | h1
    · left; linarith
    · right; linarith
  · rintro (h | h)
    · apply mul_left_cancel₀ ha
      linear_combination (δ * inner ℝ f f + inner ℝ w f + √(discriminant w f γ)) * h + hs
    · apply mul_left_cancel₀ ha
      linear_combination (δ * inner ℝ f f + inner ℝ w f - √(discriminant w f γ)) * h + hs

/-- A correction that gives unit norm exists if and only if `1/γ² ≥ 1 - b²/a`. -/
theorem exists_iff {w f : E} {γ : ℝ} (hw : ‖w‖ = 1) (hf : f ≠ 0) (hγ : 0 < γ) :
    (∃ δ : ℝ, ‖pseudoOrbital w f γ δ‖ = 1) ↔
      1 - (inner ℝ w f) ^ 2 / inner ℝ f f ≤ 1 / γ ^ 2 := by
  rw [← sub_nonneg, ← mul_nonneg_iff_of_pos_left (self_pos hf), ← discriminant_eq w hf]
  constructor
  · rintro ⟨δ, h⟩
    rw [norm_eq_one_iff f hw hγ] at h
    have hsq : discriminant w f γ = (inner ℝ f f * δ + inner ℝ w f) ^ 2 := by
      unfold discriminant
      linear_combination (-inner ℝ f f) * h
    rw [hsq]
    exact sq_nonneg _
  · intro hd
    exact ⟨smallRoot w f γ, (norm_eq_one_iff_root hw hf hγ hd _).2 (Or.inl rfl)⟩

/-- For `0 < γ ≤ 1` a correction that gives unit norm exists for every nonzero `f`. -/
theorem exists_of_le_one {w f : E} {γ : ℝ} (hw : ‖w‖ = 1) (hf : f ≠ 0) (hγ : 0 < γ)
    (hγ1 : γ ≤ 1) : ∃ δ : ℝ, ‖pseudoOrbital w f γ δ‖ = 1 := by
  rw [exists_iff hw hf hγ]
  have h1 : 1 ≤ 1 / γ ^ 2 := by
    rw [le_div_iff₀ (pow_pos hγ 2)]
    nlinarith
  have h2 := div_nonneg (sq_nonneg (inner ℝ w f)) (self_pos hf).le
  linarith

/-- For `b = ⟨w,f⟩ > 0`, the small root has slope `-1/b` as a function of `γ` at `γ = 1`. -/
theorem hasDerivAt_smallRoot {w f : E} (hb : 0 < inner ℝ w f) :
    HasDerivAt (smallRoot w f) (-1 / inner ℝ w f) 1 := by
  have hf : f ≠ 0 := by
    rintro rfl
    simp at hb
  have ha := (self_pos hf).ne'
  have h1 : HasDerivAt (fun γ : ℝ => 1 / γ ^ 2) (-2) 1 := by
    have h := (hasDerivAt_const (1 : ℝ) (1 : ℝ)).fun_div (hasDerivAt_pow 2 (1 : ℝ))
      (by norm_num)
    exact h.congr_deriv (by norm_num)
  have h2 : HasDerivAt (discriminant w f) (-2 * inner ℝ f f) 1 := by
    have h := ((h1.const_sub 1).const_mul (inner ℝ f f)).const_sub ((inner ℝ w f) ^ 2)
    exact h.congr_deriv (by ring)
  have hD : discriminant w f 1 = (inner ℝ w f) ^ 2 := by simp [discriminant]
  have h3 := ((h2.sqrt (by rw [hD]; exact pow_ne_zero 2 hb.ne')).const_add
    (-inner ℝ w f)).div_const (inner ℝ f f)
  refine h3.congr_deriv ?_
  rw [hD, Real.sqrt_sq hb.le]
  field_simp

/-- Norm-conserving construction: for `‖w‖ = 1` and `b = ⟨w,f⟩ > 0`, unit norm can be reached
iff `1/γ² ≥ 1 - b²/a`, and then exactly by the two roots. The small root has the smaller modulus
when the inequality is strict; as `γ → 1` it tends to `0` and the other root to `-2b/a`. -/
theorem norm_conserving_construction {w f : E} (hw : ‖w‖ = 1) (hb : 0 < inner ℝ w f) :
    (∀ γ : ℝ, 0 < γ →
      ((∃ δ : ℝ, ‖pseudoOrbital w f γ δ‖ = 1) ↔
        1 - (inner ℝ w f) ^ 2 / inner ℝ f f ≤ 1 / γ ^ 2) ∧
      (1 - (inner ℝ w f) ^ 2 / inner ℝ f f ≤ 1 / γ ^ 2 → ∀ δ : ℝ,
        (‖pseudoOrbital w f γ δ‖ = 1 ↔ δ = smallRoot w f γ ∨ δ = largeRoot w f γ)) ∧
      (1 - (inner ℝ w f) ^ 2 / inner ℝ f f < 1 / γ ^ 2 →
        |smallRoot w f γ| < |largeRoot w f γ|)) ∧
    Tendsto (smallRoot w f) (𝓝 1) (𝓝 0) ∧
    Tendsto (largeRoot w f) (𝓝 1) (𝓝 (-2 * inner ℝ w f / inner ℝ f f)) := by
  have hf : f ≠ 0 := by
    rintro rfl
    simp at hb
  have ha := self_pos hf
  have hsmall : Tendsto (smallRoot w f) (𝓝 1) (𝓝 0) := by
    have h := (hasDerivAt_smallRoot hb).continuousAt.tendsto
    have h0 : smallRoot w f 1 = 0 := by
      simp [smallRoot, discriminant, Real.sqrt_sq hb.le]
    rwa [h0] at h
  refine ⟨fun γ hγ => ⟨exists_iff hw hf hγ, fun h => ?_, fun h => ?_⟩, hsmall, ?_⟩
  · apply norm_eq_one_iff_root hw hf hγ
    rw [discriminant_eq w hf]
    exact mul_nonneg ha.le (sub_nonneg.2 h)
  · have hd : 0 < discriminant w f γ := by
      rw [discriminant_eq w hf]
      exact mul_pos ha (sub_pos.2 h)
    have hs := mul_pos hb (Real.sqrt_pos.2 hd)
    rw [smallRoot, largeRoot, abs_div, abs_div]
    exact div_lt_div_of_pos_right (sq_lt_sq.1 (by nlinarith)) (abs_pos.2 ha.ne')
  · -- the two roots add up to `-2b/a`
    have hsum : largeRoot w f =
        fun γ => -2 * inner ℝ w f / inner ℝ f f - smallRoot w f γ := by
      funext γ
      unfold largeRoot smallRoot
      ring
    rw [hsum]
    simpa using hsmall.const_sub (-2 * inner ℝ w f / inner ℝ f f)

end

end NormConservingConstruction
```

```lean
#print axioms NormConservingConstruction.norm_eq_one_iff
-- 'NormConservingConstruction.norm_eq_one_iff' depends on axioms: [propext, Classical.choice, Quot.sound]
#print axioms NormConservingConstruction.exists_of_le_one
-- 'NormConservingConstruction.exists_of_le_one' depends on axioms: [propext, Classical.choice, Quot.sound]
#print axioms NormConservingConstruction.norm_conserving_construction
-- 'NormConservingConstruction.norm_conserving_construction' depends on axioms: [propext, Classical.choice, Quot.sound]
```

## The existence criterion and the two roots

The space `E` is a real inner-product space of any dimension, finite or infinite, and need not be complete. The vector `w` is the first-step pseudo-orbital, with `‖w‖ = 1`, and `f` is the correction function. Write $a=\langle f,f\rangle$ and $b=\langle w,f\rangle$. For a scale factor $\gamma$ and a real coefficient $\delta$, `pseudoOrbital w f γ δ` is the vector $\gamma(w+\delta f)$.

The main theorem, `norm_conserving_construction`, assumes $\|w\|=1$ and $b>0$. The second assumption forces $f\neq 0$ and hence $a>0$. For every $\gamma>0$ it states:

- A real $\delta$ with $\|\gamma(w+\delta f)\|=1$ exists if and only if $1/\gamma^2\ge 1-b^2/a$.
- When this inequality holds, the solutions are exactly
$$\delta_\pm=\frac{-b\pm\sqrt{D}}{a},\qquad D=b^2-a\left(1-\frac1{\gamma^2}\right).$$
- When the inequality is strict, $|\delta_+|<|\delta_-|$.

It also states that $\delta_+\to0$ and $\delta_-\to-2b/a$ as $\gamma\to1$. In Lean, $D$ is `discriminant`, $\delta_+$ is `smallRoot` and $\delta_-$ is `largeRoot`. The filter `𝓝 1` means that $\gamma$ may approach 1 from either side. Since $D=b^2>0$ at $\gamma=1$, the discriminant stays positive nearby, so the limits describe genuine solutions.

## Amplitude, overlap and core charge

In the pseudopotential construction, $\gamma$ is the ratio of the all-electron amplitude to the first-step pseudo-amplitude outside the core. Its positivity is a choice of relative sign between the two orbitals. The function $f$ is concentrated in the core, so adding it leaves the matched tail essentially unchanged. If the final pseudo-orbital and the all-electron orbital both have unit norm and share the same tail, they also hold the same charge inside the core, which is what norm conservation means.

The assumption $b>0$ says that the correction overlaps the first-step orbital, with the sign of $f$ chosen to make the overlap positive. For the existence criterion and the root formulas, $f\neq0$ suffices in place of $b>0$, as `exists_iff` and `norm_eq_one_iff_root` show. The sign of $b$ matters for the ordering of the roots and for their limits: if $b<0$, $\delta_+$ and $\delta_-$ exchange roles in both. If $b=0$, the roots are opposite numbers of equal modulus, and no solution exists for $\gamma>1$.

For a single orbital with one adjustable coefficient, the criterion tells a pseudopotential generator whether the normalisation step can succeed, and the ordering identifies the less intrusive correction. The abstract space contains no radius, so the localisation of $f$, the matching of tails and the equality of core charges are physical input. The theorem likewise does not address nodes in the corrected orbital, inversion of the radial equation or transferability of the resulting potential.

## From unit norm to a quadratic equation

Expanding the squared norm and using $\|w\|=1$ gives
$$\|\gamma(w+\delta f)\|^2=\gamma^2(1+2b\delta+a\delta^2).$$
Setting this equal to 1 and dividing by $\gamma^2$ yields
$$a\delta^2+2b\delta+1-\frac1{\gamma^2}=0.$$

This is `norm_eq_one_iff`. Its `simp only` step expands the inner product. In the forward direction, `mul_left_cancel₀` cancels the nonzero factor $\gamma^2$ and `linear_combination` checks the remaining algebra. In the reverse direction, the squared norm equals 1, and nonnegativity of the norm then gives norm 1.

Multiplying the quadratic by $a$ and completing the square gives
$$(a\delta+b)^2=b^2-a\left(1-\frac1{\gamma^2}\right)=D.$$
A real solution therefore requires $D\ge0$. Conversely, if $D\ge0$, then $a\delta+b=\pm\sqrt D$, which gives $\delta_\pm$. Factoring out $a$,
$$D=a\left[\frac1{\gamma^2}-\left(1-\frac{b^2}{a}\right)\right],$$
and since $a>0$, the condition $D\ge0$ is the stated criterion.

The lemma `self_pos` supplies $a>0$, and `discriminant_eq` is the factorisation of $D$. In `norm_eq_one_iff_root`, the completed square is written as a product of two factors, one of which must vanish. For `exists_iff`, a given solution makes the discriminant a square, while a nonnegative discriminant lets `smallRoot` serve as the required $\delta$.

The threshold has a geometric meaning: $1-b^2/a$ is the smallest value of $\|w+\delta f\|^2$, reached at $\delta=-b/a$. The corrected vector must have squared norm $1/\gamma^2$ before rescaling, and its squared norm cannot fall below this minimum. If $0<\gamma\le1$, then $1/\gamma^2\ge1\ge1-b^2/a$, so a solution exists for every nonzero $f$. This is `exists_of_le_one`.

## The smaller correction and its linear response

To compare the roots, subtract their squares:
$$\delta_-^2-\delta_+^2=\frac{(b+\sqrt D)^2-(-b+\sqrt D)^2}{a^2}=\frac{4b\sqrt D}{a^2}.$$
This is positive when $b>0$ and $D>0$, so $|\delta_+|<|\delta_-|$. At $D=0$ the two roots coincide at $-b/a$. The Lean proof compares the squares of the numerators with `sq_lt_sq` and then divides by the common positive denominator.

Near $\gamma=1$, differentiation gives $D'(\gamma)=-2a/\gamma^3$, hence $D'(1)=-2a$. Since $\sqrt{D(1)}=b$,
$$\delta_+'(1)=\frac1a\,\frac{D'(1)}{2\sqrt{D(1)}}=\frac1a\,\frac{-2a}{2b}=-\frac1b.$$
To first order, the coefficient is therefore $-(\gamma-1)/b$: for $f$ of fixed norm, a small overlap makes the correction sensitive to the amplitude mismatch. The theorem `hasDerivAt_smallRoot` builds this derivative in the same order, from $1/\gamma^2$ through $D$ and its square root to $\delta_+$.

Differentiability implies continuity, and $\delta_+(1)=(-b+b)/a=0$, so $\delta_+\to0$. The roots satisfy $\delta_++\delta_-=-2b/a$, which gives the other limit. The final proof uses this sum in `hsum`.

## An example in the plane

Take $w=(1,0)$ and $f=(3/5,4/5)$, so that $a=1$ and $b=0.6$. The threshold is $1-b^2/a=0.64$, and a correction exists exactly when $\gamma\le1.25$.

Let $\gamma=1/0.89\approx1.124$. Then $1/\gamma^2=0.7921$ and $D=0.36-1+0.7921=0.1521=0.39^2$. The roots are
$$\delta_+=-0.6+0.39=-0.21,\qquad \delta_-=-0.6-0.39=-0.99.$$
For the smaller correction, $\|w+\delta_+f\|^2=1-0.252+0.0441=0.7921$, and multiplication by $\gamma^2$ gives 1. The linear estimate $-(\gamma-1)/b\approx-0.206$ is already close to $-0.21$.

## A model with an explicit core radius

Another formulation would take real, square-integrable radial functions for $E$, fix a core radius $r_c$, and require $f$ to vanish beyond it. One would add a normalised all-electron orbital $u$ with $u=\gamma w$ for $r>r_c$. Unit norm of $\gamma(w+\delta f)$ would then be equivalent to equality of the two charges inside $r_c$, because the outside charges agree. The quadratic and its roots would stay the same, while the statement would speak directly of core charge and would need integrals over the two regions.
